# Under positive bias, uniform tunnelling into a counterpropagating edge channel of lower conductance lowers the net current as the edge lengthens

Take a downstream channel, which carries charge towards larger $x$, beside an upstream channel with one third of its conductance running the other way. At some point the downstream voltage is higher by 1 mV. Over a short step, tunnelling lowers it by 0.01 mV. The lost charge enters the upstream channel and changes its voltage three times as much. Since that channel moves towards smaller $x$, its voltage falls by 0.03 mV when read along increasing $x$. The difference has grown to 1.02 mV, although tunnelling carries charge from the higher voltage to the lower.

On an edge $[0,L]$, let $a(x)$ and $b(x)$ be the downstream and upstream voltages, $r$ the ratio of downstream to upstream conductance, and $g$ the tunnelling conductance per unit length divided by the downstream conductance. The equations are

$$a'=-g(a-b),\qquad b'=-rg(a-b),\qquad a(0)=V,\qquad b(L)=0.$$

The constant $g$ stands for charge transfer by scattering between the channels. It is postulated, as is $r$, and the model is linear, uniform and without interference.

```lean
import Mathlib

open Set Filter Topology

namespace CounterpropagatingEdge
```

`IsEdgeProfile g r V L a b` says that the real functions `a` and `b` satisfy these four conditions. For $L>0$, `HasDerivWithinAt` on `Icc 0 L` means an ordinary derivative inside the edge and a one-sided one at each contact; for $L=0$ the edge is a single point and the derivative conditions impose nothing. Values outside $[0,L]$ are unrestricted.

```lean
/-- Voltages `a` (downstream) and `b` (upstream) on an edge `[0, L]` with tunnelling rate `g` and
conductance ratio `r`; the downstream channel is injected at voltage `V` at `0`, the upstream
channel at voltage zero at `L`. -/
structure IsEdgeProfile (g r V L : ℝ) (a b : ℝ → ℝ) : Prop where
  deriv_a : ∀ x ∈ Icc 0 L, HasDerivWithinAt a (-g * (a x - b x)) (Icc 0 L) x
  deriv_b : ∀ x ∈ Icc 0 L, HasDerivWithinAt b (-(r * g) * (a x - b x)) (Icc 0 L) x
  source : a 0 = V
  drain : b L = 0
```

Three definitions name the net current, divided by the downstream conductance and so measured as a voltage, and the two voltage profiles. Parts (f) and (g) derive them.

```lean
/-- The closed formula for the net edge current, divided by the downstream channel conductance, for
`g > 0`, `r > 1` and `L ≥ 0`. -/
noncomputable def edgeCurrent (g r V L : ℝ) : ℝ :=
  (r - 1) * V / (r - Real.exp (-((r - 1) * g * L)))

/-- The explicit downstream voltage at a point `x` of `[0, L]`, for `g > 0` and `r > 1`. -/
noncomputable def downstream (g r V L x : ℝ) : ℝ :=
  edgeCurrent g r V L * (r - Real.exp ((r - 1) * g * (x - L))) / (r - 1)

/-- The explicit upstream voltage at a point `x` of `[0, L]`, for `g > 0` and `r > 1`. -/
noncomputable def upstream (g r V L x : ℝ) : ℝ :=
  r * edgeCurrent g r V L * (1 - Real.exp ((r - 1) * g * (x - L))) / (r - 1)
```

Below, $\kappa=(r-1)g$. The formula for the current is proved for $r>1$, a downstream channel that conducts better than the upstream one. Equal channels, $r=1$, are left out, since the formula then reads $0/0$.

## (a) A positive denominator

For $g>0$, $r>1$ and $L\ge0$, show that $r-e^{-\kappa L}>0$.

**Solution.** Since $\kappa L\ge0$, we have $e^{-\kappa L}\le1<r$. The Lean proof takes the same two steps.

```lean
private lemma denom_pos {g r L : ℝ} (hg : 0 < g) (hr : 1 < r) (hL : 0 ≤ L) :
    0 < r - Real.exp (-((r - 1) * g * L)) := by
  have h : 0 ≤ (r - 1) * g * L := mul_nonneg (mul_nonneg (by linarith) hg.le) hL
  have h' : Real.exp (-((r - 1) * g * L)) ≤ 1 := Real.exp_le_one_iff.mpr (by linarith)
  linarith
```

## (b) Zero slope along the edge

Let $f$ have derivative zero throughout $[0,L]$, one-sided at the ends. Show that $f(x)=f(L)$.

**Solution.** The mean value inequality with slope bound $0$ gives $|f(x)-f(L)|\le0\cdot|x-L|=0$. Lean uses its version for convex sets, with `C := 0`.

```lean
private lemma const_on_edge {f : ℝ → ℝ} {L x : ℝ}
    (hf : ∀ y ∈ Icc 0 L, HasDerivWithinAt f 0 (Icc 0 L) y) (hx : x ∈ Icc 0 L) :
    f x = f L := by
  have h := Convex.norm_image_sub_le_of_norm_hasDerivWithin_le (f' := fun _ => (0 : ℝ))
    (C := 0) hf (fun _ _ => by simp) (convex_Icc 0 L)
    (right_mem_Icc.2 (hx.1.trans hx.2)) hx
  rw [zero_mul] at h
  exact sub_eq_zero.1 (norm_le_zero_iff.1 h)
```

## (c) Slope of the exponential

For constants $k,c$, show that $\frac{d}{dx}e^{k(x-c)}=k\,e^{k(x-c)}$.

**Solution.** The inner function $k(x-c)$ has slope $k$, and the chain rule gives the result.

```lean
private lemma hasDerivAt_exp_edge (k c x : ℝ) :
    HasDerivAt (fun y => Real.exp (k * (y - c))) (k * Real.exp (k * (x - c))) x :=
  ((((hasDerivAt_id' x).sub_const c).const_mul k).exp).congr_deriv (by ring)
```

## (d) Charge conservation

For $r\ne0$, show that every solution satisfies $a(x)-b(x)/r=a(L)$ on the edge.

**Solution.** Differentiate:

$$\left(a-\frac br\right)'=-g(a-b)+\frac{rg}{r}(a-b)=0.$$

By (b) the combination equals its value at $L$, where $b(L)=0$. In Lean, `key` is this use of (b), and `e` is the cancellation of $r$.

```lean
/-- For a nonzero conductance ratio the net current `a - b / r` is the same at every point of the
edge, and equals the downstream voltage arriving at `L`. -/
theorem current_conserved {g r V L x : ℝ} {a b : ℝ → ℝ} (hr : r ≠ 0)
    (h : IsEdgeProfile g r V L a b) (hx : x ∈ Icc 0 L) : a x - b x / r = a L := by
  have key := const_on_edge (f := fun y => a y - b y / r) (fun y hy =>
    ((h.deriv_a y hy).fun_sub ((h.deriv_b y hy).div_const r)).congr_deriv (by
      have e : -(r * g) * (a y - b y) / r = -g * (a y - b y) := by
        rw [div_eq_iff hr]; ring
      rw [e, sub_self])) hx
  simpa [h.drain] using key
```

## (e) Growth of the imbalance

Show that every solution satisfies $a(x)-b(x)=a(L)\,e^{\kappa(x-L)}$.

**Solution.** Put $d=a-b$. Then $d'=-gd+rgd=\kappa d$, so

$$\left(d\,e^{-\kappa(x-L)}\right)'=(\kappa d-\kappa d)\,e^{-\kappa(x-L)}=0.$$

By (b) the product equals its value at $L$, which is $a(L)$. Multiply by $e^{\kappa(x-L)}$. Lean's `hE` says that the two exponentials multiply to one, and `linear_combination` performs the multiplication.

```lean
/-- The voltage imbalance between the channels varies exponentially along the edge, with rate
`(r - 1) g`. -/
theorem imbalance_law {g r V L x : ℝ} {a b : ℝ → ℝ}
    (h : IsEdgeProfile g r V L a b) (hx : x ∈ Icc 0 L) :
    a x - b x = a L * Real.exp ((r - 1) * g * (x - L)) := by
  -- the imbalance times the compensating exponential is constant
  have key := const_on_edge
    (f := fun y => (a y - b y) * Real.exp (-((r - 1) * g) * (y - L))) (fun y hy =>
    (((h.deriv_a y hy).fun_sub (h.deriv_b y hy)).fun_mul
      (hasDerivAt_exp_edge (-((r - 1) * g)) L y).hasDerivWithinAt).congr_deriv (by ring)) hx
  simp only [h.drain, sub_self, mul_zero, Real.exp_zero, sub_zero, mul_one] at key
  have hE : Real.exp (-((r - 1) * g) * (x - L)) * Real.exp ((r - 1) * g * (x - L)) = 1 := by
    rw [← Real.exp_add, show -((r - 1) * g) * (x - L) + (r - 1) * g * (x - L) = 0 by ring,
      Real.exp_zero]
  linear_combination Real.exp ((r - 1) * g * (x - L)) * key - (a x - b x) * hE
```

## (f) The current fixed by the source

For $g>0$ and $r>1$, show that every solution carries the net current

$$a(x)-\frac{b(x)}r=J,\qquad J=\frac{(r-1)V}{r-e^{-\kappa L}}.$$

**Solution.** At $x=0$, parts (d) and (e) read

$$V-\frac{b(0)}r=a(L),\qquad V-b(0)=a(L)e^{-\kappa L}.$$

The first gives $b(0)=r(V-a(L))$. Inserting this in the second gives $a(L)(r-e^{-\kappa L})=(r-1)V$. Part (a) permits the division, so $a(L)=J$, and (d) carries this value to every $x$. In Lean the two relations are `hb` and `h1`.

```lean
/-- For `g > 0` and `r > 1`, the net current of every solution is
`(r - 1) V / (r - exp (-(r - 1) g L))`. -/
theorem current_eq {g r V L x : ℝ} {a b : ℝ → ℝ} (hg : 0 < g) (hr : 1 < r)
    (h : IsEdgeProfile g r V L a b) (hx : x ∈ Icc 0 L) :
    a x - b x / r = edgeCurrent g r V L := by
  have hL : 0 ≤ L := hx.1.trans hx.2
  have hr0 : r ≠ 0 := by linarith
  -- both laws at the source contact determine the voltage leaving at `L`
  have h0 := current_conserved hr0 h (left_mem_Icc.2 hL)
  have h1 := imbalance_law h (left_mem_Icc.2 hL)
  rw [h.source] at h0 h1
  rw [show (r - 1) * g * (0 - L) = -((r - 1) * g * L) by ring] at h1
  have hb : b 0 / r = V - a L := by linarith
  rw [div_eq_iff hr0] at hb
  rw [current_conserved hr0 h hx, edgeCurrent, eq_div_iff (denom_pos hg hr hL).ne']
  linear_combination h1 + hb
```

## (g) Existence and uniqueness

For $g,L>0$ and $r>1$, show that $(a,b)$ solves the problem if and only if, on $[0,L]$,

$$a=\frac{J(r-e^{\kappa(x-L)})}{r-1},\qquad b=\frac{rJ(1-e^{\kappa(x-L)})}{r-1}.$$

**Solution.** For a solution, $a-b/r=J$ and $a-b=Je^{\kappa(x-L)}$. Subtracting the second from $r$ times the first gives $(r-1)a=J(r-e^{\kappa(x-L)})$. Subtracting the second from the first gives $(1-1/r)\,b=J(1-e^{\kappa(x-L)})$.

Conversely, the formulas give $a-b=Je^{\kappa(x-L)}$, and by (c)

$$a'=-\frac{\kappa J e^{\kappa(x-L)}}{r-1}=-g(a-b),\qquad b'=-\frac{r\kappa J e^{\kappa(x-L)}}{r-1}=-rg(a-b).$$

Also $b(L)=0$, and $a(0)=J(r-e^{-\kappa L})/(r-1)=V$.

The forward direction is uniqueness on the edge. The converse, applied to the formulas themselves, is existence. Lean's `hd` is the imbalance used in both derivative checks.

```lean
/-- For `g, L > 0` and `r > 1`, the edge equations with their contact conditions hold exactly when
both voltages equal the explicit profiles at every point of `[0, L]`. -/
theorem isEdgeProfile_iff {g r V L : ℝ} {a b : ℝ → ℝ} (hg : 0 < g) (hr : 1 < r) (hL : 0 < L) :
    IsEdgeProfile g r V L a b ↔
      ∀ x ∈ Icc 0 L, a x = downstream g r V L x ∧ b x = upstream g r V L x := by
  have hr0 : r ≠ 0 := by linarith
  have hr1 : r - 1 ≠ 0 := by linarith
  constructor
  · intro h x hx
    have h1 := current_eq hg hr h hx
    have h2 := imbalance_law h hx
    have h3 := current_eq hg hr h (right_mem_Icc.2 hL.le)
    rw [h.drain, zero_div, sub_zero] at h3
    rw [h3] at h2
    have hb : b x / r = a x - edgeCurrent g r V L := by linarith
    rw [div_eq_iff hr0] at hb
    constructor
    · rw [downstream, eq_div_iff hr1]
      linear_combination -hb - h2
    · rw [upstream, eq_div_iff hr1]
      linear_combination -hb - r * h2
  · intro h
    have hd : ∀ x ∈ Icc 0 L,
        a x - b x = edgeCurrent g r V L * Real.exp ((r - 1) * g * (x - L)) := by
      intro x hx
      rw [(h x hx).1, (h x hx).2, downstream, upstream, ← sub_div, div_eq_iff hr1]
      ring
    refine ⟨fun x hx => ?_, fun x hx => ?_, ?_, ?_⟩
    · have hE := (hasDerivAt_exp_edge ((r - 1) * g) L x).hasDerivWithinAt (s := Icc 0 L)
      have hD := ((hE.const_sub r).const_mul (edgeCurrent g r V L)).div_const (r - 1)
      refine (hD.congr (fun y hy => (h y hy).1) (h x hx).1).congr_deriv ?_
      rw [hd x hx, div_eq_iff hr1]
      ring
    · have hE := (hasDerivAt_exp_edge ((r - 1) * g) L x).hasDerivWithinAt (s := Icc 0 L)
      have hD := ((hE.const_sub 1).const_mul (r * edgeCurrent g r V L)).div_const (r - 1)
      refine (hD.congr (fun y hy => (h y hy).2) (h x hx).2).congr_deriv ?_
      rw [hd x hx, div_eq_iff hr1]
      ring
    · rw [(h 0 (left_mem_Icc.2 hL.le)).1, downstream, div_eq_iff hr1, edgeCurrent,
        show (r - 1) * g * (0 - L) = -((r - 1) * g * L) by ring,
        div_mul_cancel₀ _ (denom_pos hg hr hL.le).ne']
      ring
    · rw [(h L (right_mem_Icc.2 hL.le)).2]
      simp [upstream]
```

## (h) Dependence on length

For $g,V>0$ and $r>1$, show that $J$ decreases strictly with $L\ge0$.

**Solution.** If $L_1<L_2$, then $e^{-\kappa L_2}<e^{-\kappa L_1}$. The positive denominator grows while the numerator $(r-1)V>0$ stays fixed.

```lean
/-- For `g, V > 0` and `r > 1`, the net current decreases strictly with the edge length. -/
theorem edgeCurrent_strictAntiOn {g r V : ℝ} (hg : 0 < g) (hr : 1 < r) (hV : 0 < V) :
    StrictAntiOn (edgeCurrent g r V) (Ici 0) := by
  intro L₁ h₁ L₂ _ hlt
  have hk : 0 < (r - 1) * g := mul_pos (by linarith) hg
  have hE : Real.exp (-((r - 1) * g * L₂)) < Real.exp (-((r - 1) * g * L₁)) :=
    Real.exp_lt_exp.mpr (neg_lt_neg (mul_lt_mul_of_pos_left hlt hk))
  exact div_lt_div_of_pos_left (mul_pos (by linarith) hV) (denom_pos hg hr h₁) (by linarith)
```

## (i) Short edges

For $r>1$, show that $J\to V$ as $L\to0^+$.

**Solution.** The denominator is continuous in $L$ and tends to $r-1\ne0$, so $J\to(r-1)V/(r-1)=V$. There is no length left on which to tunnel.

```lean
/-- For `r > 1` the net current tends to `V` as the edge length shrinks to zero. -/
theorem edgeCurrent_short {g r V : ℝ} (hr : 1 < r) :
    Tendsto (edgeCurrent g r V) (𝓝[>] 0) (𝓝 V) := by
  have hr1 : r - 1 ≠ 0 := by linarith
  have hc : Continuous (fun L : ℝ => r - Real.exp (-((r - 1) * g * L))) := by fun_prop
  have h := hc.tendsto 0
  rw [mul_zero, neg_zero, Real.exp_zero] at h
  have h' : Tendsto (edgeCurrent g r V) (𝓝 0) (𝓝 ((r - 1) * V / (r - 1))) :=
    tendsto_const_nhds.div h hr1
  rw [mul_div_cancel_left₀ V hr1] at h'
  exact h'.mono_left nhdsWithin_le_nhds
```

## (j) Long edges

For $g>0$ and $r>1$, show that $J\to(r-1)V/r$ as $L\to\infty$.

**Solution.** Since $\kappa>0$, the exponential vanishes and the denominator tends to $r$. By (e), the imbalance is then concentrated within a few lengths $1/\kappa$ of $x=L$; far from there both channels sit near $V$.

```lean
/-- For `g > 0` and `r > 1` the net current tends to `(r - 1) V / r` as the edge grows long. -/
theorem edgeCurrent_long {g r V : ℝ} (hg : 0 < g) (hr : 1 < r) :
    Tendsto (edgeCurrent g r V) atTop (𝓝 ((r - 1) * V / r)) := by
  have hk : 0 < (r - 1) * g := mul_pos (by linarith) hg
  have h : Tendsto (fun L : ℝ => Real.exp (-((r - 1) * g * L))) atTop (𝓝 0) :=
    Real.tendsto_exp_neg_atTop_nhds_zero.comp (tendsto_id.const_mul_atTop hk)
  have h2 := h.const_sub r
  rw [sub_zero] at h2
  exact tendsto_const_nhds.div h2 (by linarith)
```

## (k) Conductance ratio three

For $r=3$ and $g,L,V>0$, show that

$$a-\frac b3=\frac{2V}{3-e^{-2gL}},\qquad \frac{2V}3<a-\frac b3<V.$$

**Solution.** Put $r=3$ in (f). Since $0<e^{-2gL}<1$, the denominator lies strictly between $2$ and $3$. Lean clears the denominator and closes each inequality with `nlinarith`.

In a numerical calculation, linearity makes one integration enough. Start at $L$ with $a=1$, $b=0$ and integrate back to $0$. For $gL=1$ this gives $a(0)=(3-e^{-2})/2\approx1.432$, so rescaling to $a(0)=V$ gives a current of about $0.698\,V$.

If the downstream conductance is $e^2/h$, where $e$ is now the elementary charge and $h$ Planck's constant, the net current of a long edge, divided by $V$, tends to $\tfrac23e^2/h$. This matches the Hall conductance at filling $2/3$, within this classical model of a single edge.

```lean
/-- For conductance ratio three and `g, L, V > 0`, the conserved current `a - b / 3` is
`2 V / (3 - exp (-2 g L))`, strictly between `2 V / 3` and `V`. -/
theorem ratio_three_current {g V L x : ℝ} {a b : ℝ → ℝ} (hg : 0 < g) (hL : 0 < L) (hV : 0 < V)
    (h : IsEdgeProfile g 3 V L a b) (hx : x ∈ Icc 0 L) :
    a x - b x / 3 = 2 * V / (3 - Real.exp (-(2 * g * L))) ∧
      2 * V / 3 < a x - b x / 3 ∧ a x - b x / 3 < V := by
  have hJ : a x - b x / 3 = 2 * V / (3 - Real.exp (-(2 * g * L))) := by
    rw [current_eq hg (by norm_num) h hx, edgeCurrent, show (3 : ℝ) - 1 = 2 by norm_num]
  have hp : 0 < 2 * g * L := by positivity
  have hE0 := Real.exp_pos (-(2 * g * L))
  have hE1 : Real.exp (-(2 * g * L)) < 1 := Real.exp_lt_one_iff.mpr (by linarith)
  have hD : 0 < 3 - Real.exp (-(2 * g * L)) := by linarith
  refine ⟨hJ, ?_, ?_⟩
  · rw [hJ, lt_div_iff₀ hD]
    nlinarith [mul_pos hV hE0]
  · rw [hJ, div_lt_iff₀ hD]
    nlinarith [mul_pos hV (sub_pos.2 hE1)]

end CounterpropagatingEdge
```

```lean
#print axioms CounterpropagatingEdge.isEdgeProfile_iff
#print axioms CounterpropagatingEdge.edgeCurrent_short
#print axioms CounterpropagatingEdge.edgeCurrent_long
#print axioms CounterpropagatingEdge.ratio_three_current
```

```
'CounterpropagatingEdge.isEdgeProfile_iff' depends on axioms: [propext, Classical.choice, Quot.sound]
'CounterpropagatingEdge.edgeCurrent_short' depends on axioms: [propext, Classical.choice, Quot.sound]
'CounterpropagatingEdge.edgeCurrent_long' depends on axioms: [propext, Classical.choice, Quot.sound]
'CounterpropagatingEdge.ratio_three_current' depends on axioms: [propext, Classical.choice, Quot.sound]
```
